# The Axial Polarizability of Two Point-Dipole Atoms Diverges at R⁶ = 4ab, and a Sufficiently Softened Coupling Keeps It Bounded

Let two polarizable point atoms come too close in a simulation, and the equations for their induced dipoles can return a total dipole of any size. Slightly closer still, they can return one that points against the applied field. Solving the equations by Gaussian elimination gives no warning of the wrong sign, because they still have a unique solution there. Yet the static polarizability of a quantum-mechanical ground state is never negative, so the answer is an artefact of the point-dipole model. For two linearly responding atoms in a field along their axis, the distance at which this happens can be computed exactly, and so can a condition that prevents it.

## Eliminating one dipole

Let the atoms have polarizabilities a and b, and let E be the external field along the line joining them. Each atom responds to E plus the field of the other atom's dipole, which is t times that dipole:

μA = a(E + tμB)
μB = b(E + tμA)

Substituting the second equation into the first gives μA = aE + abtE + t²abμA. Collecting the terms in μA, and doing the same with the atoms exchanged, gives

(1 − t²ab) μA = aE(1 + tb)
(1 − t²ab) μB = bE(1 + ta)

If t²ab ≠ 1, we may divide, so there is at most one solution. The resulting values do solve the original equations: with D = 1 − t²ab,

a(E + tμB) = aE[D + tb(1 + ta)]/D = aE(1 + tb)/D = μA,

and the other equation follows by symmetry. Adding the dipoles gives

μA + μB = E(a + b + 2tab)/(1 − t²ab).

The factor multiplying E is the pair polarizability.

If t²ab = 1 with a, b and t positive, the left side of the eliminated equation is zero, while the right side is aE(1 + tb). In a nonzero field no dipoles satisfy the equations.

## The critical distance

In Gaussian-type units, where polarizability is a volume, a point dipole μ produces the field 2μ/R³ on its axis at distance R. Hence t = 2/R³ and

t²ab = 4ab/R⁶.

For positive a and b this equals 1 at the critical distance Rc = (4ab)^(1/6). There t = 1/√(ab), so the numerator of the pair polarizability is a + b + 2√(ab) = (√a + √b)², which is positive. As R decreases to Rc, the denominator 1 − 4ab/R⁶ tends to zero through positive values, and the polarizability tends to +∞. For 0 < R < Rc the numerator is still positive but the denominator is negative, and so is the polarizability.

## Holding the coupling below resonance

Suppose instead that t²ab ≤ q < 1. Write a = x² and b = y² with x, y > 0, and set u = txy. Then u² = t²ab < 1, so −1 < u < 1. The numerator can be written in two ways:

x² + y² + 2xyu = (x − y)² + 2xy(1 + u) > 0
x² + y² + 2xyu = (x + y)² − 2xy(1 − u) ≤ (x + y)²

The denominator is at least 1 − q > 0. The polarizability is therefore positive and at most (√a + √b)²/(1 − q).

One coupling that meets the condition is t = 2/(R³ + s³), where the length s stands for the finite extent of the electron clouds, which keeps the field of a neighbour finite at short range. Since R³ + s³ ≥ s³ for R ≥ 0,

t²ab = 4ab/(R³ + s³)² ≤ 4ab/s⁶,

and the right side is below 1 when s⁶ > 4ab, that is, when s exceeds Rc.

## A pair with critical distance 2

Take a = 2 and b = 8 in units of a chosen length cubed. Then 4ab = 64 and Rc = 2. Without interaction the pair would have polarizability 10.

- At R³ = 16 (R ≈ 2.52), t = 1/8 and t²ab = 1/4, so the polarizability is 14/0.75 ≈ 18.7.
- At R³ = 10 (R ≈ 2.15), t = 0.2 and t²ab = 0.64, so it is 16.4/0.36 ≈ 45.6.
- At R³ = 4 (R ≈ 1.59), t = 1/2 and t²ab = 4, so it is 26/(−3) ≈ −8.7.

Now soften the coupling with s³ = 16. Then q = 64/256 = 1/4, and the bound is 18/0.75 = 24 at every distance. At R = 2, where the bare model has no solution in a nonzero field, t = 1/12 and the polarizability is 14.25. At R = 0 it is about 18.7.

## The dipole equations in Lean

All quantities are real numbers: the field and the dipoles are components along the axis, and both atoms feel the same external field.

```lean
import Mathlib

open Filter Topology

namespace DipoleInteractionModel

noncomputable section
```

The model itself is a predicate. `IsInduced a b t E μA μB` says that two given dipoles satisfy both response equations; it does not presuppose that such dipoles exist.

```lean
/-- The dipoles `μA`, `μB` are self-consistent: each atom, of polarizability `a` or `b`, responds
to the external field `E` plus `t` times the dipole of the other atom. -/
def IsInduced (a b t E μA μB : ℝ) : Prop :=
  μA = a * (E + t * μB) ∧ μB = b * (E + t * μA)
```

The pair polarizability is introduced as a closed formula, and its physical meaning is established later by `induced_dipoles`. At t²ab = 1 Lean's division by zero gives it the value 0, which has no physical content.

```lean
/-- The polarizability of the coupled pair along its axis, for `t² a b ≠ 1`. -/
def pairPolarizability (a b t : ℝ) : ℝ :=
  (a + b + 2 * t * a * b) / (1 - t ^ 2 * a * b)
```

The two couplings are explicit functions of distance. The factor 2 in `axialCoupling` fixes both the unit convention and the axial geometry.

```lean
/-- The coupling of two point dipoles along their common axis at distance `R ≠ 0`. -/
def axialCoupling (R : ℝ) : ℝ := 2 / R ^ 3
```

The softened form is a simple choice, not derived from a charge distribution. At the centre of a smeared spherical dipole the field points against the dipole, which this form does not reproduce.

```lean
/-- A coupling softened at short range by a length `s`, for `R ≥ 0` and `s > 0`. -/
def softCoupling (s R : ℝ) : ℝ := 2 / (R ^ 3 + s ^ 3)
```

The critical distance is a real sixth root.

```lean
/-- The distance whose sixth power is `4 a b`, for positive polarizabilities `a` and `b`. -/
def criticalDistance (a b : ℝ) : ℝ := (4 * a * b) ^ (1 / 6 : ℝ)
```

## Solvability on and off resonance

The first theorem states that, for t²ab ≠ 1, being self-consistent is equivalent to being given by the explicit formulas. No sign is assumed for a, b or t. After `eq_div_iff` clears the denominators, the forward direction is the elimination above: `linear_combination h1 + a * t * h2` multiplies the second response equation by the product a·t and adds it to the first. The converse recombines the eliminated equations and cancels the nonzero factor 1 − t²ab.

```lean
/-- Away from `t² a b = 1`, the self-consistent dipoles are given by an explicit formula. -/
theorem isInduced_iff {a b t : ℝ} (E μA μB : ℝ) (h : t ^ 2 * a * b ≠ 1) :
    IsInduced a b t E μA μB ↔
      μA = a * E * (1 + t * b) / (1 - t ^ 2 * a * b) ∧
      μB = b * E * (1 + t * a) / (1 - t ^ 2 * a * b) := by
  have hD : 1 - t ^ 2 * a * b ≠ 0 := sub_ne_zero.2 (Ne.symm h)
  rw [eq_div_iff hD, eq_div_iff hD]
  constructor
  · -- eliminate the dipole of the other atom
    rintro ⟨h1, h2⟩
    constructor
    · linear_combination h1 + a * t * h2
    · linear_combination h2 + b * t * h1
  · rintro ⟨h1, h2⟩
    constructor
    · apply mul_right_cancel₀ hD
      linear_combination h1 - a * t * h2
    · apply mul_right_cancel₀ hD
      linear_combination h2 - b * t * h1
```

The next theorem has two parts. `∃!` says that exactly one pair of dipoles is self-consistent, and the second part says that any self-consistent dipoles add up to `pairPolarizability a b t * E`. The proof reads both off the explicit formulas, the second by adding them.

```lean
/-- If `t² a b ≠ 1`, the field induces exactly one pair of dipoles, and their sum is the
pair polarizability times the field. -/
theorem induced_dipoles {a b t : ℝ} (E : ℝ) (h : t ^ 2 * a * b ≠ 1) :
    (∃! μ : ℝ × ℝ, IsInduced a b t E μ.1 μ.2) ∧
      ∀ μA μB, IsInduced a b t E μA μB → μA + μB = pairPolarizability a b t * E := by
  have hD : 1 - t ^ 2 * a * b ≠ 0 := sub_ne_zero.2 (Ne.symm h)
  constructor
  · refine ⟨(a * E * (1 + t * b) / (1 - t ^ 2 * a * b),
      b * E * (1 + t * a) / (1 - t ^ 2 * a * b)), (isInduced_iff E _ _ h).2 ⟨rfl, rfl⟩, ?_⟩
    intro μ hμ
    have h' := (isInduced_iff E _ _ h).1 hμ
    exact Prod.ext h'.1 h'.2
  · intro μA μB hμ
    obtain ⟨h1, h2⟩ := (isInduced_iff E _ _ h).1 hμ
    rw [eq_div_iff hD] at h1 h2
    rw [pairPolarizability, div_mul_eq_mul_div, eq_div_iff hD]
    linear_combination h1 + h2
```

On resonance the conclusion is reversed. The same elimination, with t²ab = 1 used to remove μA, leaves a(1 + tb)E = 0, although every factor is nonzero. The sign of t matters: for a = b > 0 and t = −1/a, both response equations reduce to μA + μB = aE, which has infinitely many solutions.

```lean
/-- For positive polarizabilities and positive coupling with `t² a b = 1`, no dipoles are
self-consistent in a nonzero field. -/
theorem no_induced_dipoles {a b t E : ℝ} (ha : 0 < a) (hb : 0 < b) (ht : 0 < t)
    (h : t ^ 2 * a * b = 1) (hE : E ≠ 0) (μA μB : ℝ) : ¬ IsInduced a b t E μA μB := by
  rintro ⟨h1, h2⟩
  have hne : a * (1 + t * b) ≠ 0 := by positivity
  -- the dipole drops out and leaves a condition on the field alone
  have h0 : a * (1 + t * b) * E = 0 := by
    linear_combination -h1 - a * t * h2 - μA * h
  exact (mul_ne_zero hne hE) h0
```

## Divergence from above, negative values below

Two lemmas translate the resonance condition into a distance. The first rewrites t²ab as 4ab/R⁶.

```lean
/-- For point dipoles the quantity `t² a b` equals `4 a b / R⁶`. -/
theorem axialCoupling_sq (a b R : ℝ) :
    axialCoupling R ^ 2 * a * b = 4 * a * b / R ^ 6 := by
  unfold axialCoupling
  ring
```

The second confirms that `criticalDistance a b` is positive and that its sixth power is 4ab, by multiplying the exponents 1/6 and 6.

```lean
/-- For positive polarizabilities the critical distance is positive and its sixth power
is `4 a b`. -/
theorem criticalDistance_spec {a b : ℝ} (ha : 0 < a) (hb : 0 < b) :
    0 < criticalDistance a b ∧ criticalDistance a b ^ 6 = 4 * a * b := by
  have h : 0 < 4 * a * b := by positivity
  refine ⟨Real.rpow_pos_of_pos h _, ?_⟩
  unfold criticalDistance
  rw [← Real.rpow_natCast, ← Real.rpow_mul h.le]
  norm_num
```

In the following theorem, `𝓝[>] criticalDistance a b` means that R approaches the critical distance from larger values, and `atTop` means that the polarizability eventually exceeds every bound. The second clause gives the negative sign at all shorter positive distances. The name "polarizability catastrophe" refers here to a single pair; in a crystal the corresponding condition involves the fields of all neighbours.

In the proof, `hnum` supplies the positive numerator at every positive distance. Continuity of the coupling gives the numerator its limit, `hN`. The statement `hD` says that the denominator tends to zero and stays positive on the way, the latter because R > Rc implies R⁶ > 4ab. Its inverse therefore tends to +∞, and `pos_mul_atTop` multiplies it by a factor with a positive limit. Below the critical distance the sixth-power inequality is reversed, and a positive number is divided by a negative one.

```lean
/-- Polarizability catastrophe: for two atoms of positive polarizability coupled as point
dipoles, the pair polarizability tends to `+∞` as `R` decreases to the critical distance,
and it is negative at every shorter positive distance. -/
theorem polarizability_catastrophe {a b : ℝ} (ha : 0 < a) (hb : 0 < b) :
    Tendsto (fun R => pairPolarizability a b (axialCoupling R))
      (𝓝[>] criticalDistance a b) atTop ∧
    ∀ R, 0 < R → R < criticalDistance a b →
      pairPolarizability a b (axialCoupling R) < 0 := by
  obtain ⟨hc, hc6⟩ := criticalDistance_spec ha hb
  have hab : 0 < 4 * a * b := by positivity
  have hnum : ∀ R, 0 < R → 0 < a + b + 2 * axialCoupling R * a * b := by
    intro R hR
    unfold axialCoupling
    positivity
  constructor
  · have hcont : ContinuousAt axialCoupling (criticalDistance a b) :=
      continuousAt_const.div (continuousAt_id.pow 3) (pow_pos hc 3).ne'
    have ht : Tendsto axialCoupling (𝓝[>] criticalDistance a b)
        (𝓝 (axialCoupling (criticalDistance a b))) :=
      hcont.tendsto.mono_left nhdsWithin_le_nhds
    have hN := (((ht.const_mul 2).mul_const a).mul_const b).const_add (a + b)
    -- the denominator tends to zero through positive values
    have hD : Tendsto (fun R => 1 - axialCoupling R ^ 2 * a * b)
        (𝓝[>] criticalDistance a b) (𝓝[>] 0) := by
      refine tendsto_nhdsWithin_iff.2 ⟨?_, ?_⟩
      · have h := (((ht.pow 2).mul_const a).mul_const b).const_sub 1
        rw [axialCoupling_sq, hc6, div_self hab.ne', sub_self] at h
        exact h
      · filter_upwards [self_mem_nhdsWithin] with R hR
        have hR' : criticalDistance a b < R := hR
        have h6 := pow_lt_pow_left₀ hR' hc.le (by norm_num : 6 ≠ 0)
        rw [hc6] at h6
        rw [Set.mem_Ioi, sub_pos, axialCoupling_sq]
        exact (div_lt_one (hab.trans h6)).2 h6
    refine (hN.pos_mul_atTop (hnum _ hc) (tendsto_inv_nhdsGT_zero.comp hD)).congr ?_
    intro R
    simp only [pairPolarizability, div_eq_mul_inv, Function.comp_apply]
  · intro R hR hlt
    have h6 := pow_lt_pow_left₀ hlt hR.le (by norm_num : 6 ≠ 0)
    rw [hc6] at h6
    apply div_neg_of_pos_of_neg (hnum R hR)
    rw [axialCoupling_sq]
    exact sub_neg.2 ((one_lt_div (pow_pos hR 6)).2 h6)
```

## Bounds for a limited coupling

The general bound assumes t²ab ≤ q < 1 and leaves open how the coupling was limited. It allows negative t as well, which is the sign for dipoles perpendicular to the axis.

The proof replaces a and b by x² and y². The statements `hu1` and `hu2` are 1 − u > 0 and 1 + u > 0, both obtained from u² < 1. They give `hpos` and `hle`, the two estimates of the numerator. The last step cross-multiplies the fractions and compares the products factor by factor.

```lean
/-- If `t² a b ≤ q < 1` for positive polarizabilities `a` and `b`, the pair polarizability is
positive and at most `(√a + √b)² / (1 - q)`. -/
theorem damped_bound {a b t q : ℝ} (ha : 0 < a) (hb : 0 < b)
    (h : t ^ 2 * a * b ≤ q) (hq : q < 1) :
    0 < pairPolarizability a b t ∧
      pairPolarizability a b t ≤ (√a + √b) ^ 2 / (1 - q) := by
  obtain ⟨x, hx, rfl⟩ : ∃ x : ℝ, 0 < x ∧ x ^ 2 = a :=
    ⟨√a, Real.sqrt_pos.2 ha, Real.sq_sqrt ha.le⟩
  obtain ⟨y, hy, rfl⟩ : ∃ y : ℝ, 0 < y ∧ y ^ 2 = b :=
    ⟨√b, Real.sqrt_pos.2 hb, Real.sq_sqrt hb.le⟩
  rw [Real.sqrt_sq hx.le, Real.sqrt_sq hy.le]
  have hxy : 0 < x * y := mul_pos hx hy
  -- the dimensionless coupling lies strictly between -1 and 1
  have hu : (t * x * y) ^ 2 < 1 := by
    calc (t * x * y) ^ 2 = t ^ 2 * x ^ 2 * y ^ 2 := by ring
      _ < 1 := h.trans_lt hq
  have hu1 : 0 < 1 - t * x * y := by nlinarith [sq_nonneg (t * x * y - 1)]
  have hu2 : 0 < 1 + t * x * y := by nlinarith [sq_nonneg (t * x * y + 1)]
  have hD : 0 < 1 - t ^ 2 * x ^ 2 * y ^ 2 := by linarith
  have hpos : 0 < x ^ 2 + y ^ 2 + 2 * t * x ^ 2 * y ^ 2 := by
    nlinarith [sq_nonneg (x - y), mul_pos hxy hu2]
  have hle : x ^ 2 + y ^ 2 + 2 * t * x ^ 2 * y ^ 2 ≤ (x + y) ^ 2 := by
    nlinarith [mul_pos hxy hu1]
  refine ⟨div_pos hpos hD, ?_⟩
  rw [pairPolarizability, div_le_div_iff₀ hD (by linarith)]
  exact mul_le_mul hle (by linarith) (by linarith) (sq_nonneg _)
```

The last theorem applies this bound to `softCoupling` with q = 4ab/s⁶. The bound does not contain R, so one number serves for all distances, including R = 0. The inequality `hden` is s⁶ ≤ (R³ + s³)², which expresses that the coupling is strongest when the atoms coincide. The condition 4ab < s⁶ is strict for a reason: with s⁶ = 4ab the coupling would reach resonance at R = 0.

For a polarizable force field, this gives a safe softening length for an isolated pair with linear response, in a field along its axis and with this particular coupling; a third atom adds further fields and changes the condition.

```lean
/-- With a softening length `s > 0` such that `4 a b < s⁶`, the polarizability of two atoms of
positive polarizability is positive and has one upper bound for all distances `R ≥ 0`. -/
theorem softened_bound {a b s R : ℝ} (ha : 0 < a) (hb : 0 < b) (hs : 0 < s)
    (h : 4 * a * b < s ^ 6) (hR : 0 ≤ R) :
    0 < pairPolarizability a b (softCoupling s R) ∧
      pairPolarizability a b (softCoupling s R) ≤
        (√a + √b) ^ 2 / (1 - 4 * a * b / s ^ 6) := by
  have hs6 : 0 < s ^ 6 := pow_pos hs 6
  have hR3 : 0 ≤ R ^ 3 := pow_nonneg hR 3
  have hs3 : 0 < s ^ 3 := pow_pos hs 3
  apply damped_bound ha hb _ ((div_lt_one hs6).2 h)
  -- the coupling is strongest at zero distance
  have hden : s ^ 6 ≤ (R ^ 3 + s ^ 3) ^ 2 := by
    nlinarith [mul_nonneg hR3 hs3.le, sq_nonneg (R ^ 3)]
  calc softCoupling s R ^ 2 * a * b = 4 * a * b / (R ^ 3 + s ^ 3) ^ 2 := by
        rw [softCoupling, div_pow]
        ring
    _ ≤ 4 * a * b / s ^ 6 := by
        rw [div_le_div_iff₀ (by positivity) hs6]
        exact mul_le_mul_of_nonneg_left hden (by positivity)

end

end DipoleInteractionModel
```

```lean
#print axioms DipoleInteractionModel.induced_dipoles
-- 'DipoleInteractionModel.induced_dipoles' depends on axioms: [propext, Classical.choice, Quot.sound]
#print axioms DipoleInteractionModel.no_induced_dipoles
-- 'DipoleInteractionModel.no_induced_dipoles' depends on axioms: [propext, Classical.choice, Quot.sound]
#print axioms DipoleInteractionModel.polarizability_catastrophe
-- 'DipoleInteractionModel.polarizability_catastrophe' depends on axioms: [propext, Classical.choice, Quot.sound]
#print axioms DipoleInteractionModel.softened_bound
-- 'DipoleInteractionModel.softened_bound' depends on axioms: [propext, Classical.choice, Quot.sound]
```
